# Characters known with errors below one half determine a complex representation of a finite group up to isomorphism

Let $D$ and $E$ represent a finite group $G$ by complex $n\times n$ and $m\times m$ matrices, with characters $\chi(g)=\operatorname{tr}D(g)$ and $\psi(g)=\operatorname{tr}E(g)$. If numbers $t(g)$ satisfy $|t(g)-\chi(g)|<\tfrac12$ and $|t(g)-\psi(g)|<\tfrac12$ for every $g$, then $D$ and $E$ are isomorphic.

Behind this is a bound: there are intertwiners $T,S$ and natural numbers $k,l$ with
$$|G|(k+l)\le\sum_g|\chi(g)-\psi(g)|^2,$$
where $k=0$ gives $ST=1$ and $l=0$ gives $TS=1$.

## Labelling degenerate levels

A code can label a degenerate set of orbitals by comparing traces of symmetry operations with a character table. For ordinary representations of a finite group, at most one isomorphism class fits all traces within less than $1/2$.

## From group averages to an integer gap

**Overlaps.** An idempotent matrix has trace equal to its rank (`trace_idempotent`). If $A(gh)=A(g)A(h)$, put $N=\sum_g A(g)\otimes A(g^{-1})^{\mathsf T}$. Relabelling the sum (`Equiv.sum_comp`) gives $(A(g)\otimes A(g^{-1})^{\mathsf T})N=N$, so $N^2=|G|N$ and $N/|G|$ is idempotent. Call its rank $k$. Its trace gives
$$\sum_g\operatorname{tr}A(g)\operatorname{tr}A(g^{-1})=|G|k.$$
If $k=0$, then $N=0$, and $\sum_l N_{(i,j),(l,l)}=|G|A(1)_{ij}$ gives $A(1)=0$ (`self_overlap`).

If $\sum_g B(g)XA(g^{-1})=0$ for all $X$, choose $X$ with a single 1 at $(i,j)$. The $(i,j)$ entry reads $\sum_g B(g)_{ii}A(g^{-1})_{jj}=0$; summing over $i,j$ gives zero cross-overlap (`cross_overlap`).

**Remainders.** Among solutions of $TD(g)=E(g)T$, take one with the smallest kernel (`has_min`). Choose $R$ with $TRT=T$ and set $S=|G|^{-1}\sum_gD(g)RE(g^{-1})$. Then $SE(g)=D(g)S$. Each term satisfies $TD(g)RE(g^{-1})T=E(g)TRTD(g^{-1})=T$, so $TST=T$ (`intertwining_inverse`).

Hence $P=1-ST$ and $Q=1-TS$ are idempotents commuting with $D$ and $E$ respectively, and $TP=QT=0$. For $W=\sum_gE(g)XD(g^{-1})$, the matrix $Y=QWP$ is an intertwiner. Since $(1-Q)(T+Y)=T$, $\ker(T+Y)\subseteq\ker T$, and minimality forces equality. But $P$ maps into $\ker T$, so $0=(T+Y)P=Y$.

**The bound.** The cross-overlaps of $D(g)P$ and $QE(g)$ therefore vanish. As $\operatorname{tr}(D(g)ST)=\operatorname{tr}(SE(g)T)=\operatorname{tr}(TSE(g))$,
$$\delta(g):=\chi(g)-\psi(g)=\operatorname{tr}(D(g)P)-\operatorname{tr}(QE(g)).$$
Since $P$ and $Q$ are idempotents commuting with $D$ and $E$, the families $D(g)P$ and $QE(g)$ multiply like the group; let $k$ and $l$ be the natural numbers that `self_overlap` gives for them. Then $\sum_g\delta(g)\delta(g^{-1})=|G|(k+l)$, and $|ab|\le(|a|^2+|b|^2)/2$ gives the bound (`character_gap`). Here $k=0$ means $P=0$, and $l=0$ means $Q=0$.

**The threshold.** The triangle inequality gives $|\delta(g)|<1$, hence $k+l<1$ and $k=l=0$: $T$ is invertible.

For equal dimensions, squared errors below $1/2$ suffice. Then $|\delta(g)|^2<2$ and $k+l<2$, so $k$ or $l$ vanishes, and a one-sided inverse of a square matrix is two-sided.

## A two-element group and the error one half

For $G=\{e,s\}$, let $t=(2.1,\,0.3)$. The sum of the trivial and sign representations has character $(2,0)$, with errors $0.1$ and $0.3$, so it is the only fit within the threshold. Two trivial copies have character $(2,2)$; the squared differences from $(2,0)$ sum to $4=|G|\cdot2$.

For the one-element group, the theorem says that two dimensions within less than $1/2$ of the same number are equal. At error exactly $1/2$ this fails for every group: $t(g)=3/2$ fits the trivial representations of dimensions one and two (`one_half_is_sharp`).

In Lean 4 with Mathlib:

```lean
import Mathlib

open scoped Matrix Kronecker

namespace NoisyCharacters

variable {G n m : Type*} [Group G] [Fintype n] [DecidableEq n] [Fintype m] [DecidableEq m]

/-- The character of a matrix representation: the trace of the matrix of `g`. -/
def character (D : G →* Matrix n n ℂ) (g : G) : ℂ := (D g).trace

/-- Two matrix representations are isomorphic if an invertible matrix intertwines them. -/
def Isomorphic (D : G →* Matrix n n ℂ) (E : G →* Matrix m m ℂ) : Prop :=
  ∃ (T : Matrix m n ℂ) (S : Matrix n m ℂ), S * T = 1 ∧ T * S = 1 ∧ ∀ g, T * D g = E g * T

/-- The trace of an idempotent matrix is a natural number, zero only for the zero matrix. -/
theorem trace_idempotent (M : Matrix n n ℂ) (h : M * M = M) :
    ∃ r : ℕ, M.trace = r ∧ (r = 0 → M = 0) := by
  let b := Pi.basisFun ℂ n
  let f := Matrix.toLin b b M
  have hf : f ∘ₗ f = f :=
    (Matrix.toLin_mul b b b M M).symm.trans (congrArg (Matrix.toLin b b) h)
  have hp : LinearMap.IsProj (LinearMap.range f) f :=
    ⟨fun x => ⟨x, rfl⟩, by rintro _ ⟨y, rfl⟩; exact LinearMap.congr_fun hf y⟩
  have hm : LinearMap.toMatrix b b f = M := LinearMap.toMatrix_toLin b b M
  refine ⟨Module.finrank ℂ (LinearMap.range f), ?_, fun h0 => ?_⟩
  · exact (congrArg Matrix.trace hm).symm.trans
      ((LinearMap.trace_eq_matrix_trace ℂ b f).symm.trans hp.trace)
  · have h1 : f = 0 := LinearMap.range_eq_bot.mp (Submodule.finrank_eq_zero.mp h0)
    exact hm.symm.trans (by rw [h1, map_zero])

variable [Fintype G]

/-- For matrices multiplying like the group, the overlap of the trace with itself is the group
order times a natural number, which is zero only if the matrix of the identity vanishes. -/
theorem self_overlap (A : G → Matrix n n ℂ) (hA : ∀ g h, A (g * h) = A g * A h) :
    ∃ k : ℕ, ∑ g, (A g).trace * (A g⁻¹).trace = (Fintype.card G : ℂ) * k ∧
      (k = 0 → A 1 = 0) := by
  have hc : (Fintype.card G : ℂ) ≠ 0 := Nat.cast_ne_zero.mpr Fintype.card_ne_zero
  obtain ⟨N, hN⟩ : ∃ N, N = ∑ g, A g ⊗ₖ (A g⁻¹)ᵀ := ⟨_, rfl⟩
  have step : ∀ g, (A g ⊗ₖ (A g⁻¹)ᵀ) * N = N := by
    intro g
    calc _ = ∑ h, A (g * h) ⊗ₖ (A (g * h)⁻¹)ᵀ := by
          rw [hN, Finset.mul_sum]
          refine Finset.sum_congr rfl fun h _ => ?_
          rw [← Matrix.mul_kronecker_mul, ← Matrix.transpose_mul, ← hA, ← hA, mul_inv_rev]
      _ = N := by
          rw [hN]
          exact Equiv.sum_comp (Equiv.mulLeft g) (fun h => A h ⊗ₖ (A h⁻¹)ᵀ)
  have hNN : N * N = (Fintype.card G : ℂ) • N := by
    calc N * N = ∑ g, (A g ⊗ₖ (A g⁻¹)ᵀ) * N := by rw [← Finset.sum_mul, ← hN]
      _ = _ := by
        simp only [step, Finset.sum_const, Finset.card_univ, Nat.cast_smul_eq_nsmul]
  -- the group average is idempotent, so its trace counts dimensions
  obtain ⟨k, hk, hk0⟩ := trace_idempotent ((Fintype.card G : ℂ)⁻¹ • N)
    (by rw [Matrix.smul_mul, Matrix.mul_smul, hNN, inv_smul_smul₀ hc])
  refine ⟨k, ?_, fun h => ?_⟩
  · have ht : N.trace = ∑ g, (A g).trace * (A g⁻¹).trace := by
      simp only [hN, Matrix.trace_sum, Matrix.trace_kronecker, Matrix.trace_transpose]
    rw [← ht, ← hk, Matrix.trace_smul, smul_eq_mul, mul_inv_cancel_left₀ hc]
  · have h0 : N = 0 := (smul_eq_zero.mp (hk0 h)).resolve_left (inv_ne_zero hc)
    ext i j
    have e1 : ∀ g, ∑ l, A g i l * A g⁻¹ l j = A 1 i j := by
      intro g
      rw [← Matrix.mul_apply, ← hA, mul_inv_cancel]
    have e : ∑ l, N (i, j) (l, l) = (Fintype.card G : ℂ) * A 1 i j := by
      rw [hN]
      simp only [Matrix.sum_apply, Matrix.kroneckerMap_apply, Matrix.transpose_apply]
      rw [Finset.sum_comm]
      simp only [e1, Finset.sum_const, Finset.card_univ, nsmul_eq_mul]
    have e' : (Fintype.card G : ℂ) * A 1 i j = 0 := by rw [← e, h0]; simp
    exact (mul_eq_zero.mp e').resolve_left hc

omit [DecidableEq n] [DecidableEq m] in
/-- If every group-averaged map between two families of matrices vanishes, then the overlap of
their traces vanishes. -/
theorem cross_overlap (A : G → Matrix n n ℂ) (B : G → Matrix m m ℂ)
    (h : ∀ X : Matrix m n ℂ, ∑ g, B g * X * A g⁻¹ = 0) :
    ∑ g, (B g).trace * (A g⁻¹).trace = 0 := by
  classical
  have key : ∀ i j, ∃ X : Matrix m n ℂ, ∀ (M : Matrix m m ℂ) (N : Matrix n n ℂ),
      (M * X * N) i j = M i i * N j j := by
    intro i j
    refine ⟨Matrix.of fun a b => (if a = i then 1 else 0) * (if b = j then 1 else 0), ?_⟩
    intro M N
    simp only [Matrix.mul_apply, Matrix.of_apply, ← mul_assoc, ← Finset.sum_mul]
    simp
  simp only [Matrix.trace, Matrix.diag_apply, Finset.sum_mul_sum]
  rw [Finset.sum_comm]
  refine Finset.sum_eq_zero fun i _ => ?_
  rw [Finset.sum_comm]
  refine Finset.sum_eq_zero fun j _ => ?_
  obtain ⟨X, hX⟩ := key i j
  have e := congrArg (fun Y : Matrix m n ℂ => Y i j) (h X)
  simpa only [Matrix.sum_apply, hX, Matrix.zero_apply] using e

/-- Averaging any matrix over the group gives an intertwiner of the two representations. -/
theorem average_intertwines (D : G →* Matrix n n ℂ) (E : G →* Matrix m m ℂ)
    (X : Matrix m n ℂ) (h : G) :
    (∑ g, E g * X * D g⁻¹) * D h = E h * ∑ g, E g * X * D g⁻¹ := by
  have hh : D h⁻¹ * D h = 1 := by rw [← map_mul, inv_mul_cancel, map_one]
  rw [Matrix.mul_sum, Matrix.sum_mul]
  refine (Equiv.sum_comp (Equiv.mulLeft h) (fun g => E g * X * D g⁻¹ * D h)).symm.trans ?_
  refine Finset.sum_congr rfl fun g _ => ?_
  simp only [Equiv.coe_mulLeft, map_mul, mul_inv_rev, Matrix.mul_assoc, hh, Matrix.mul_one]

/-- For a finite group, every intertwiner `T` has a generalized inverse `S` that is itself an
intertwiner. -/
theorem intertwining_inverse (D : G →* Matrix n n ℂ) (E : G →* Matrix m m ℂ)
    (T : Matrix m n ℂ) (hT : ∀ g, T * D g = E g * T) :
    ∃ S : Matrix n m ℂ, T * S * T = T ∧ ∀ g, S * E g = D g * S := by
  have hc : (Fintype.card G : ℂ) ≠ 0 := Nat.cast_ne_zero.mpr Fintype.card_ne_zero
  obtain ⟨R, hR⟩ : ∃ R : Matrix n m ℂ, T * R * T = T := by
    let f := Matrix.toLin' T
    obtain ⟨h, hh⟩ := f.rangeRestrict.exists_rightInverse_of_surjective f.range_rangeRestrict
    obtain ⟨g, hg⟩ := LinearMap.exists_extend h
    refine ⟨LinearMap.toMatrix' g, Matrix.toLin'.injective ?_⟩
    rw [Matrix.toLin'_mul, Matrix.toLin'_mul, Matrix.toLin'_toMatrix']
    refine LinearMap.ext fun x => ?_
    have h1 : g (f x) = h (f.rangeRestrict x) := LinearMap.congr_fun hg (f.rangeRestrict x)
    change f (g (f x)) = f x
    rw [h1]
    exact congrArg Subtype.val (LinearMap.congr_fun hh (f.rangeRestrict x))
  have e : ∀ g, T * (D g * R * E g⁻¹) * T = T := by
    intro g
    calc _ = (T * D g) * R * (E g⁻¹ * T) := by simp only [Matrix.mul_assoc]
      _ = E g * (T * R * T) * D g⁻¹ := by
        rw [hT g, ← hT g⁻¹]
        simp only [Matrix.mul_assoc]
      _ = T * (D g * D g⁻¹) := by rw [hR, ← hT, Matrix.mul_assoc]
      _ = T := by rw [← map_mul, mul_inv_cancel, map_one, Matrix.mul_one]
  refine ⟨(Fintype.card G : ℂ)⁻¹ • ∑ g, D g * R * E g⁻¹, ?_, fun g => ?_⟩
  · rw [Matrix.mul_smul, Matrix.smul_mul, Matrix.mul_sum, Matrix.sum_mul]
    simp only [e, Finset.sum_const, Finset.card_univ]
    rw [← Nat.cast_smul_eq_nsmul ℂ, inv_smul_smul₀ hc]
  · rw [Matrix.smul_mul, Matrix.mul_smul, average_intertwines E D R g]

/-- Two representations of a finite group have intertwiners `T`, `S` and natural numbers `k`, `l`
such that `k + l` is at most the mean squared character difference; `k = 0` gives `S T = 1`, `l = 0`
gives `T S = 1`. -/
theorem character_gap (D : G →* Matrix n n ℂ) (E : G →* Matrix m m ℂ) :
    ∃ (T : Matrix m n ℂ) (S : Matrix n m ℂ) (k l : ℕ),
      (∀ g, T * D g = E g * T) ∧ (∀ g, S * E g = D g * S) ∧
      (Fintype.card G : ℝ) * (k + l) ≤ ∑ g, ‖character D g - character E g‖ ^ 2 ∧
      (k = 0 → S * T = 1) ∧ (l = 0 → T * S = 1) := by
  -- an intertwiner with the smallest possible kernel
  obtain ⟨T, hT', hmin⟩ := (measure fun T : Matrix m n ℂ =>
    Module.finrank ℂ (LinearMap.ker (Matrix.toLin' T))).wf.has_min
      {T | ∀ g, T * D g = E g * T} ⟨0, by simp⟩
  have hT : ∀ g, T * D g = E g * T := hT'
  obtain ⟨S, hTST, hS⟩ := intertwining_inverse D E T hT
  obtain ⟨P, hP⟩ : ∃ P, P = 1 - S * T := ⟨_, rfl⟩
  obtain ⟨Q, hQ⟩ : ∃ Q, Q = 1 - T * S := ⟨_, rfl⟩
  have hTP : T * P = 0 := by
    rw [hP, Matrix.mul_sub, Matrix.mul_one, ← Matrix.mul_assoc, hTST, sub_self]
  have hQT : Q * T = 0 := by rw [hQ, Matrix.sub_mul, Matrix.one_mul, hTST, sub_self]
  have hPP : P * P = P := by
    calc P * P = (1 - S * T) * P := by rw [← hP]
      _ = P := by
        rw [Matrix.sub_mul, Matrix.one_mul, Matrix.mul_assoc, hTP, Matrix.mul_zero, sub_zero]
  have hQQ : Q * Q = Q := by
    calc Q * Q = Q * (1 - T * S) := by rw [← hQ]
      _ = Q := by
        rw [Matrix.mul_sub, Matrix.mul_one, ← Matrix.mul_assoc, hQT, Matrix.zero_mul, sub_zero]
  have hPD : ∀ g, P * D g = D g * P := by
    intro g
    rw [hP, Matrix.sub_mul, Matrix.mul_sub, Matrix.one_mul, Matrix.mul_one, Matrix.mul_assoc,
      hT, ← Matrix.mul_assoc, hS, Matrix.mul_assoc]
  have hQE : ∀ g, Q * E g = E g * Q := by
    intro g
    rw [hQ, Matrix.sub_mul, Matrix.mul_sub, Matrix.one_mul, Matrix.mul_one, Matrix.mul_assoc,
      hS, ← Matrix.mul_assoc, hT, Matrix.mul_assoc]
  -- a nonzero intertwiner between the remainders would shrink the kernel
  have hR : ∀ X : Matrix m n ℂ, ∑ g, (Q * E g) * X * (D g⁻¹ * P) = 0 := by
    intro X
    obtain ⟨W, hW⟩ : ∃ W, W = ∑ g, E g * X * D g⁻¹ := ⟨_, rfl⟩
    have hWD : ∀ g, W * D g = E g * W := fun g => by rw [hW, average_intertwines]
    obtain ⟨R, hRd⟩ : ∃ R, R = Q * W * P := ⟨_, rfl⟩
    have hs : ∑ g, (Q * E g) * X * (D g⁻¹ * P) = R := by
      rw [hRd, hW, Matrix.mul_sum, Matrix.sum_mul]
      exact Finset.sum_congr rfl fun g _ => by simp only [Matrix.mul_assoc]
    rw [hs]
    by_contra hne
    have hQR : Q * R = R := by rw [hRd, ← Matrix.mul_assoc, ← Matrix.mul_assoc, hQQ]
    have hRP : R * P = R := by rw [hRd, Matrix.mul_assoc, hPP]
    refine hmin (T + R) (fun g => ?_) (Submodule.finrank_lt_finrank_of_lt ?_)
    · have h1 : R * D g = E g * R := by
        calc R * D g = Q * W * (P * D g) := by rw [hRd, Matrix.mul_assoc]
          _ = Q * (W * D g) * P := by rw [hPD]; simp only [Matrix.mul_assoc]
          _ = (Q * E g) * W * P := by rw [hWD]; simp only [Matrix.mul_assoc]
          _ = E g * R := by rw [hQE, hRd]; simp only [Matrix.mul_assoc]
      rw [Matrix.add_mul, Matrix.mul_add, hT, h1]
    · have h1 : (1 - Q) * (T + R) = T := by
        rw [Matrix.sub_mul, Matrix.one_mul, Matrix.mul_add, hQT, hQR, zero_add,
          add_sub_cancel_right]
      have h2 : (T + R) * P = R := by rw [Matrix.add_mul, hTP, hRP, zero_add]
      refine lt_of_le_of_ne (fun x hx => ?_) (fun heq => hne ?_)
      · rw [LinearMap.mem_ker, Matrix.toLin'_apply] at hx ⊢
        rw [← h1, ← Matrix.mulVec_mulVec, hx, Matrix.mulVec_zero]
      · refine Matrix.toLin'.injective (LinearMap.ext fun x => ?_)
        have hx : P *ᵥ x ∈ LinearMap.ker (Matrix.toLin' T) := by
          rw [LinearMap.mem_ker, Matrix.toLin'_apply, Matrix.mulVec_mulVec, hTP,
            Matrix.zero_mulVec]
        rw [← heq, LinearMap.mem_ker, Matrix.toLin'_apply, Matrix.mulVec_mulVec, h2] at hx
        rw [Matrix.toLin'_apply, hx, map_zero, LinearMap.zero_apply]
  obtain ⟨k, hk, hk0⟩ := self_overlap (fun g => D g * P) (fun g h => by
    calc D (g * h) * P = D g * D h * (P * P) := by rw [map_mul, hPP]
      _ = D g * (P * D h) * P := by rw [hPD h]; simp only [Matrix.mul_assoc]
      _ = D g * P * (D h * P) := by simp only [Matrix.mul_assoc])
  obtain ⟨l, hl, hl0⟩ := self_overlap (fun g => Q * E g) (fun g h => by
    calc Q * E (g * h) = Q * (Q * E g) * E h := by
          rw [map_mul, ← Matrix.mul_assoc Q Q, hQQ, Matrix.mul_assoc]
      _ = Q * (E g * Q) * E h := by rw [hQE g]
      _ = Q * E g * (Q * E h) := by simp only [Matrix.mul_assoc])
  have hx := cross_overlap (fun g => D g * P) (fun g => Q * E g) hR
  have hy : ∑ g, (D g * P).trace * (Q * E g⁻¹).trace = 0 := by
    refine Eq.trans ?_ ((Equiv.sum_comp (Equiv.inv G)
      (fun g => (Q * E g).trace * (D g⁻¹ * P).trace)).trans hx)
    refine Finset.sum_congr rfl fun g _ => ?_
    simp only [Equiv.inv_apply, inv_inv]
    exact mul_comm _ _
  beta_reduce at hk hl hx
  have hd : ∀ g, character D g - character E g = (D g * P).trace - (Q * E g).trace := by
    intro g
    have ht : (T * S * E g).trace = (D g * (S * T)).trace := by
      rw [Matrix.mul_assoc, hS, Matrix.trace_mul_comm, Matrix.mul_assoc]
    rw [hP, hQ, Matrix.mul_sub, Matrix.sub_mul, Matrix.mul_one, Matrix.one_mul,
      Matrix.trace_sub, Matrix.trace_sub, ht]
    unfold character
    ring
  obtain ⟨δ, hδ⟩ : ∃ δ : G → ℂ, δ = fun g => character D g - character E g := ⟨_, rfl⟩
  have hsum : ∑ g, δ g * δ g⁻¹ = ((Fintype.card G * (k + l) : ℕ) : ℂ) := by
    simp only [hδ, hd, sub_mul, mul_sub, Finset.sum_sub_distrib]
    push_cast
    linear_combination hk + hl - hx - hy
  have hinv : ∑ g, ‖δ g⁻¹‖ ^ 2 = ∑ g, ‖δ g‖ ^ 2 :=
    Equiv.sum_comp (Equiv.inv G) (fun g => ‖δ g‖ ^ 2)
  have hb : ‖∑ g, δ g * δ g⁻¹‖ ≤ ∑ g, ‖δ g‖ ^ 2 := by
    calc _ ≤ ∑ g, (‖δ g‖ ^ 2 + ‖δ g⁻¹‖ ^ 2) / 2 := norm_sum_le_of_le _ fun g _ => by
          rw [norm_mul]
          nlinarith [sq_nonneg (‖δ g‖ - ‖δ g⁻¹‖)]
      _ = _ := by
          rw [← Finset.sum_div, Finset.sum_add_distrib, hinv]
          ring
  rw [hsum, Complex.norm_natCast, hδ] at hb
  push_cast at hb
  refine ⟨T, S, k, l, hT, hS, hb, fun h => ?_, fun h => ?_⟩
  · have h1 : D 1 * P = 0 := hk0 h
    rw [map_one, Matrix.one_mul, hP] at h1
    exact (sub_eq_zero.mp h1).symm
  · have h1 : Q * E 1 = 0 := hl0 h
    rw [map_one, Matrix.mul_one, hQ] at h1
    exact (sub_eq_zero.mp h1).symm

/-- Representations of a finite group are isomorphic if the mean squared difference of their
characters is below one. -/
theorem isomorphic_of_mean_sq_lt (D : G →* Matrix n n ℂ) (E : G →* Matrix m m ℂ)
    (h : ∑ g, ‖character D g - character E g‖ ^ 2 < Fintype.card G) : Isomorphic D E := by
  obtain ⟨T, S, k, l, hT, -, hb, hk, hl⟩ := character_gap D E
  have h1 : Fintype.card G * (k + l) < Fintype.card G * 1 := by
    rw [mul_one]
    exact_mod_cast hb.trans_lt h
  have h2 : k + l < 1 := lt_of_mul_lt_mul_left h1 (Nat.zero_le _)
  exact ⟨T, S, hk (by omega), hl (by omega), hT⟩

/-- If measured traces `t g` lie within less than one half of both characters for every group
element of a finite group, the two representations are isomorphic. -/
theorem isomorphic_of_noisy_traces (D : G →* Matrix n n ℂ) (E : G →* Matrix m m ℂ) (t : G → ℂ)
    (hD : ∀ g, ‖t g - character D g‖ < 1 / 2) (hE : ∀ g, ‖t g - character E g‖ < 1 / 2) :
    Isomorphic D E := by
  apply isomorphic_of_mean_sq_lt
  calc _ < ∑ _g : G, (1 : ℝ) := by
        refine Finset.sum_lt_sum_of_nonempty Finset.univ_nonempty fun g _ => ?_
        have h := norm_sub_le (t g - character E g) (t g - character D g)
        rw [sub_sub_sub_cancel_left] at h
        nlinarith [hD g, hE g, norm_nonneg (character D g - character E g)]
    _ = _ := by simp

/-- Two equal-dimensional representations of a finite group are isomorphic if the squared error of
every trace is below one half, for both characters. -/
theorem isomorphic_of_noisy_traces_same_dim (D E : G →* Matrix n n ℂ) (t : G → ℂ)
    (hD : ∀ g, ‖t g - character D g‖ ^ 2 < 1 / 2)
    (hE : ∀ g, ‖t g - character E g‖ ^ 2 < 1 / 2) : Isomorphic D E := by
  obtain ⟨T, S, k, l, hT, -, hb, hk, hl⟩ := character_gap D E
  have h : ∑ g, ‖character D g - character E g‖ ^ 2 < ∑ _g : G, (2 : ℝ) := by
    refine Finset.sum_lt_sum_of_nonempty Finset.univ_nonempty fun g _ => ?_
    have h := norm_sub_le (t g - character E g) (t g - character D g)
    rw [sub_sub_sub_cancel_left] at h
    nlinarith [hD g, hE g, norm_nonneg (character D g - character E g),
      sq_nonneg (‖t g - character E g‖ - ‖t g - character D g‖)]
  rw [Finset.sum_const, Finset.card_univ, nsmul_eq_mul] at h
  have h1 : Fintype.card G * (k + l) < Fintype.card G * 2 := by exact_mod_cast hb.trans_lt h
  have h2 : k + l < 2 := lt_of_mul_lt_mul_left h1 (Nat.zero_le _)
  -- one remainder vanishes, and for square matrices a one-sided inverse is two-sided
  rcases (by omega : k = 0 ∨ l = 0) with h0 | h0
  · exact ⟨T, S, hk h0, mul_eq_one_comm.mp (hk h0), hT⟩
  · exact ⟨T, S, mul_eq_one_comm.mp (hl h0), hl h0, hT⟩

omit [Fintype G] in
/-- The trivial representations of dimensions one and two are not isomorphic, although the
constant trace `3/2` has error exactly one half for both. -/
theorem one_half_is_sharp :
    (∀ g : G, ‖(3 / 2 : ℂ) - character (1 : G →* Matrix (Fin 1) (Fin 1) ℂ) g‖ = 1 / 2) ∧
    (∀ g : G, ‖(3 / 2 : ℂ) - character (1 : G →* Matrix (Fin 2) (Fin 2) ℂ) g‖ = 1 / 2) ∧
    ¬ Isomorphic (1 : G →* Matrix (Fin 1) (Fin 1) ℂ) (1 : G →* Matrix (Fin 2) (Fin 2) ℂ) := by
  refine ⟨fun g => ?_, fun g => ?_, ?_⟩
  · have h : character (1 : G →* Matrix (Fin 1) (Fin 1) ℂ) g = 1 := by simp [character]
    rw [h, show (3 / 2 : ℂ) - 1 = ((1 / 2 : ℝ) : ℂ) by push_cast; norm_num, Complex.norm_real]
    norm_num
  · have h : character (1 : G →* Matrix (Fin 2) (Fin 2) ℂ) g = 2 := by simp [character]
    rw [h, show (3 / 2 : ℂ) - 2 = ((-1 / 2 : ℝ) : ℂ) by push_cast; norm_num, Complex.norm_real]
    norm_num
  · rintro ⟨T, S, h1, h2, -⟩
    have h := Matrix.trace_mul_comm S T
    rw [h1, h2, Matrix.trace_one, Matrix.trace_one] at h
    norm_num at h

end NoisyCharacters
```

```lean
#print axioms NoisyCharacters.isomorphic_of_noisy_traces
-- 'NoisyCharacters.isomorphic_of_noisy_traces' depends on axioms: [propext, Classical.choice, Quot.sound]
#print axioms NoisyCharacters.isomorphic_of_noisy_traces_same_dim
-- 'NoisyCharacters.isomorphic_of_noisy_traces_same_dim' depends on axioms: [propext, Classical.choice, Quot.sound]
#print axioms NoisyCharacters.one_half_is_sharp
-- 'NoisyCharacters.one_half_is_sharp' depends on axioms: [propext, Classical.choice, Quot.sound]
```

## Ordinary representations and assumed error bounds

`D : G →* Matrix n n ℂ` is a homomorphism into complex matrices, not necessarily unitary; `character` is its trace. `Isomorphic` asks for mutually inverse matrices `T` and `S`, with `T` intertwining; this forces equal dimensions, though the index types may differ. The measured traces are an arbitrary function `t : G → ℂ`.

`isomorphic_of_mean_sq_lt` needs only $\sum_g|\chi(g)-\psi(g)|^2<|G|$, and `isomorphic_of_noisy_traces` deduces this from the pointwise errors. Isomorphic representations have equal irrep multiplicities, though the file does not define multiplicities or compute them.

The error bounds are hypotheses: they stand for control of basis, grid and convergence errors, which a code must supply. The computed subspace should also approximate one that carries a representation; cutting through a degenerate level can spoil this. Projective representations and antiunitary operations are not covered directly by these statements.
